# With an updated reference, maximum-overlap steps can lead to an orthogonal orbital

Suppose an excited-state SCF run is monitored by the squared overlap of each selected orbital with the previous one, and every iteration reports at least 0.99. It would be natural to conclude that the run still follows the orbital it started from. The overlaps alone do not justify that conclusion: in a model with prescribed Fock matrices, 16 such steps end at an orbital orthogonal to the first, although each step obeys the maximum-overlap rule: it selects the eigenvector of the new Fock matrix with the largest squared overlap with the previous orbital.

The result below shows this for any tolerance $\varepsilon>0$, in a model with one real orbital, two basis functions and prescribed Fock matrices. The model is not a self-consistent calculation. What it shows for ΔSCF is that high successive overlaps, even when the maximum-overlap rule is applied with the previous orbital as reference, do not by themselves imply that the target state has been kept; an argument that it has been kept must use something more.

## Normalised eigenvectors of a prescribed Fock matrix

In an orthonormal basis of two functions, the orbital at angle $\theta$ is $u_\theta=(\cos\theta,\sin\theta)$, written `orbital θ`. The product `⬝ᵥ` is the overlap, and
$$u_\theta\cdot u_\varphi=\cos\theta\cos\varphi+\sin\theta\sin\varphi=\cos(\varphi-\theta).$$

The matrix `fock θ` is $I-2u_\theta u_\theta^T$. It is symmetric, with level $-1$ on $u_\theta$ and level $1$ on the perpendicular orbital $u_{\theta+\pi/2}$. The drift below selects the lower level at every step. Reversing the sign of every Fock matrix makes it the upper level, as for an excited state, and leaves the eigenvectors and the maximum-overlap choices unchanged.

`IsMOMChoice F r v` says that $v$ is a normalised eigenvector of $F$ whose squared overlap with the reference $r$ is at least that of every other normalised eigenvector. Ties are allowed, and the sign of $v$ is free. For a unit reference, the squared overlap is then a probability. Without the normalisation of $v$, an eigenvector that overlaps the reference could be scaled up indefinitely, and no maximum would exist.

The Fock matrices are chosen freely and do not come from a density. A different model would set $F_{k+1}=G(P_k)$, with $P_k$ the current density matrix and $G$ a given map. The statement would then concern a self-consistent iteration, and whether drift occurs would depend on $G$.

In Lean 4 with Mathlib:

```lean
import Mathlib

open Matrix Real

namespace MaximumOverlapDrift

noncomputable section

/-- The real orbital at angle `θ` in a basis of two orthonormal functions. -/
def orbital (θ : ℝ) : Fin 2 → ℝ := ![Real.cos θ, Real.sin θ]

/-- A two-level Fock matrix whose axes are rotated by the angle `θ`. -/
def fock (θ : ℝ) : Matrix (Fin 2) (Fin 2) ℝ :=
  !![Real.sin θ ^ 2 - Real.cos θ ^ 2, -2 * Real.sin θ * Real.cos θ;
     -2 * Real.sin θ * Real.cos θ, Real.cos θ ^ 2 - Real.sin θ ^ 2]

/-- `v` is a normalized eigenvector of the Fock matrix `F`. -/
def IsEigenorbital (F : Matrix (Fin 2) (Fin 2) ℝ) (v : Fin 2 → ℝ) : Prop :=
  v ⬝ᵥ v = 1 ∧ ∃ μ : ℝ, F *ᵥ v = μ • v

/-- The maximum-overlap rule: among the normalized eigenvectors of `F`, the orbital `v` has
the largest squared overlap with the reference `r`. -/
def IsMOMChoice (F : Matrix (Fin 2) (Fin 2) ℝ) (r v : Fin 2 → ℝ) : Prop :=
  IsEigenorbital F v ∧ ∀ w, IsEigenorbital F w → (r ⬝ᵥ w) ^ 2 ≤ (r ⬝ᵥ v) ^ 2

/-- The signed area spanned by two orbitals; for unit vectors, the sine of the oriented angle from
`u` to `v`. -/
def sine (u v : Fin 2 → ℝ) : ℝ := u 0 * v 1 - u 1 * v 0

/-- The angle after `k` of `N` equal rotations that together make a right angle (`N ≥ 1`). -/
def driftAngle (N k : ℕ) : ℝ := k * (π / (2 * N))

/-- The eigenvalue equation of a two-level Fock matrix, written in components. -/
theorem eigen_iff (F : Matrix (Fin 2) (Fin 2) ℝ) (v : Fin 2 → ℝ) (μ : ℝ) :
    F *ᵥ v = μ • v ↔ F 0 0 * v 0 + F 0 1 * v 1 = μ * v 0 ∧
      F 1 0 * v 0 + F 1 1 * v 1 = μ * v 1 := by
  simp only [funext_iff, Fin.forall_fin_two, Matrix.mulVec, dotProduct, Fin.sum_univ_two,
    Pi.smul_apply, smul_eq_mul]

/-- The overlap of two orbitals is the cosine of the angle between them. -/
theorem overlap_orbital (θ φ : ℝ) : orbital θ ⬝ᵥ orbital φ = Real.cos (φ - θ) := by
  rw [Real.cos_sub]
  simp only [dotProduct, Fin.sum_univ_two]
  change Real.cos θ * Real.cos φ + Real.sin θ * Real.sin φ = _
  ring

/-- The Fock matrix is symmetric, with level `-1` on the orbital at `θ` and level `1` on the
orbital perpendicular to it. -/
theorem fock_spectrum (θ : ℝ) : (fock θ).IsSymm ∧
    fock θ *ᵥ orbital θ = (-1 : ℝ) • orbital θ ∧
    fock θ *ᵥ orbital (θ + π / 2) = (1 : ℝ) • orbital (θ + π / 2) := by
  have h := Real.sin_sq_add_cos_sq θ
  refine ⟨?_, (eigen_iff _ _ _).2 ⟨?_, ?_⟩, (eigen_iff _ _ _).2 ⟨?_, ?_⟩⟩
  · unfold Matrix.IsSymm
    ext i j
    fin_cases i <;> fin_cases j <;> rfl
  · change (Real.sin θ ^ 2 - Real.cos θ ^ 2) * Real.cos θ
      + (-2 * Real.sin θ * Real.cos θ) * Real.sin θ = -1 * Real.cos θ
    linear_combination (-Real.cos θ) * h
  · change (-2 * Real.sin θ * Real.cos θ) * Real.cos θ
      + (Real.cos θ ^ 2 - Real.sin θ ^ 2) * Real.sin θ = -1 * Real.sin θ
    linear_combination (-Real.sin θ) * h
  · change (Real.sin θ ^ 2 - Real.cos θ ^ 2) * Real.cos (θ + π / 2)
      + (-2 * Real.sin θ * Real.cos θ) * Real.sin (θ + π / 2) = 1 * Real.cos (θ + π / 2)
    rw [Real.cos_add_pi_div_two, Real.sin_add_pi_div_two]
    linear_combination (-Real.sin θ) * h
  · change (-2 * Real.sin θ * Real.cos θ) * Real.cos (θ + π / 2)
      + (Real.cos θ ^ 2 - Real.sin θ ^ 2) * Real.sin (θ + π / 2) = 1 * Real.sin (θ + π / 2)
    rw [Real.cos_add_pi_div_two, Real.sin_add_pi_div_two]
    linear_combination Real.cos θ * h
```

The last two theorems are the overlap formula and the spectrum of `fock θ`. Both reduce to trigonometric identities once the vectors are written in components, which `eigen_iff` does for the eigenvalue equation.

## Squared overlap of at least one half

The hypothesis `h` of `mom_selects` says that the new orbital $u_\varphi$ carries at least half of the reference $u_\theta$. Its perpendicular partner then carries at most half, so the partner can tie with it but not beat it.

Let $w$ be a normalised eigenvector of `fock φ` with eigenvalue $\mu$, and let $a$ and $b$ be its components along $u_\varphi$ and $u_{\varphi+\pi/2}$. Write $F$ for `fock φ`. Eliminating $\mu$ from the two components of $Fw=\mu w$ gives
$$0=w_0(Fw)_1-w_1(Fw)_0=2ab,$$
while $a^2+b^2=1$. The overlap with the reference is $Ca+Db$, where $C=\cos(\varphi-\theta)$, $D=\sin(\theta-\varphi)$ and $C^2+D^2=1$. Its square is therefore $C^2$ if $b=0$, and $D^2=1-C^2$ if $a=0$. The hypothesis $C^2\ge 1/2$ gives $1-C^2\le C^2$, so $u_\varphi$ is a maximum-overlap choice.

The proof follows the same route: `hab`, `hsum`, `hr` and `hCD` are these four relations, and the case `a = 0` is where `h` enters.

Without the hypothesis the conclusion fails. For $\theta=0$ and $\varphi=\pi/3$, the orbital $u_\varphi$ has squared overlap $1/4$ with the reference and its partner has $3/4$, so the rule takes the partner.

```lean
/-- If the orbital at `φ` has squared overlap at least one half with the reference at `θ`, the
maximum-overlap rule allows it as a choice among the normalized eigenvectors of `fock φ`. -/
theorem mom_selects (θ φ : ℝ) (h : 1 / 2 ≤ (orbital θ ⬝ᵥ orbital φ) ^ 2) :
    IsMOMChoice (fock φ) (orbital θ) (orbital φ) := by
  refine ⟨⟨by rw [overlap_orbital, sub_self, Real.cos_zero], -1, (fock_spectrum φ).2.1⟩, ?_⟩
  rintro w ⟨hw, μ, hμ⟩
  obtain ⟨h0, h1⟩ := (eigen_iff _ _ _).1 hμ
  change (Real.sin φ ^ 2 - Real.cos φ ^ 2) * w 0
    + (-2 * Real.sin φ * Real.cos φ) * w 1 = μ * w 0 at h0
  change (-2 * Real.sin φ * Real.cos φ) * w 0
    + (Real.cos φ ^ 2 - Real.sin φ ^ 2) * w 1 = μ * w 1 at h1
  have e0 : ∀ x, orbital x 0 = Real.cos x := fun _ => rfl
  have e1 : ∀ x, orbital x 1 = Real.sin x := fun _ => rfl
  simp only [dotProduct, Fin.sum_univ_two, e0, e1] at hw h ⊢
  have hφ := Real.sin_sq_add_cos_sq φ
  have hθ := Real.sin_sq_add_cos_sq θ
  -- an eigenvector has only one nonzero component along the rotated axes
  have hab : (Real.cos φ * w 0 + Real.sin φ * w 1) *
      (Real.cos φ * w 1 - Real.sin φ * w 0) = 0 := by
    linear_combination (-(w 1) / 2) * h0 + (w 0 / 2) * h1
  have hsum : (Real.cos φ * w 0 + Real.sin φ * w 1) ^ 2 +
      (Real.cos φ * w 1 - Real.sin φ * w 0) ^ 2 = 1 := by
    linear_combination (w 0 ^ 2 + w 1 ^ 2) * hφ + hw
  have hr : Real.cos θ * w 0 + Real.sin θ * w 1 =
      (Real.cos θ * Real.cos φ + Real.sin θ * Real.sin φ) *
        (Real.cos φ * w 0 + Real.sin φ * w 1) +
      (Real.sin θ * Real.cos φ - Real.cos θ * Real.sin φ) *
        (Real.cos φ * w 1 - Real.sin φ * w 0) := by
    linear_combination (-(Real.cos θ * w 0 + Real.sin θ * w 1)) * hφ
  have hCD : (Real.cos θ * Real.cos φ + Real.sin θ * Real.sin φ) ^ 2 +
      (Real.sin θ * Real.cos φ - Real.cos θ * Real.sin φ) ^ 2 = 1 := by
    linear_combination (Real.cos φ ^ 2 + Real.sin φ ^ 2) * hθ + hφ
  rw [hr]
  generalize Real.cos θ * Real.cos φ + Real.sin θ * Real.sin φ = C at *
  generalize Real.sin θ * Real.cos φ - Real.cos θ * Real.sin φ = D at *
  generalize Real.cos φ * w 0 + Real.sin φ * w 1 = a at *
  generalize Real.cos φ * w 1 - Real.sin φ * w 0 = b at *
  rcases mul_eq_zero.1 hab with ha | hb
  · subst ha
    have e : (C * 0 + D * b) ^ 2 = D ^ 2 := by linear_combination D ^ 2 * hsum
    rw [e]
    linarith
  · subst hb
    have e : (C * a + D * 0) ^ 2 = C ^ 2 := by linear_combination C ^ 2 * hsum
    exact e.le
```

## At least two rotations

Divide a right angle into $N$ equal rotations $\delta=\pi/(2N)$, so that the orbital after $k$ steps lies at angle $k\delta$, which is `driftAngle N k`. Consecutive orbitals have squared overlap
$$\cos^2\delta=1-\sin^2\delta\ge 1-\delta^2,$$
and the orbitals at $k=0$ and $k=N$ have overlap $\cos(\pi/2)=0$.

The hypothesis `hN`, $N\ge2$, limits each change of the Fock axes to $45^\circ$. Then $\cos^2\delta\ge1/2$, and the previous criterion applies at every step. In the proof this is `hd`, followed by monotonicity of the cosine. The lower bound on the overlap comes from $\cos\delta\ge1-\delta^2/2$ and $(\cos\delta-1)^2\ge0$, which together give $\cos^2\delta\ge2\cos\delta-1\ge1-\delta^2$.

For $N=1$ the only rotation is a right angle. The perpendicular partner then coincides with the reference up to sign, and the rule stays where it was. At $N=2$ the two candidates tie.

```lean
/-- For `N ≥ 2`, equal rotations follow the maximum-overlap rule with squared overlap at least
`1 - (π / (2 N))²` per step, and the orbital after `N` steps is orthogonal to the first. -/
theorem drift_in_steps (N : ℕ) (hN : 2 ≤ N) :
    (∀ k, IsMOMChoice (fock (driftAngle N (k + 1))) (orbital (driftAngle N k))
        (orbital (driftAngle N (k + 1))) ∧
      1 - (π / (2 * N)) ^ 2 ≤
        (orbital (driftAngle N k) ⬝ᵥ orbital (driftAngle N (k + 1))) ^ 2) ∧
    orbital (driftAngle N 0) ⬝ᵥ orbital (driftAngle N N) = 0 := by
  have hN2 : (2 : ℝ) ≤ N := by exact_mod_cast hN
  have hN0 : (N : ℝ) ≠ 0 := by linarith
  refine ⟨fun k => ?_, ?_⟩
  · have e : driftAngle N (k + 1) - driftAngle N k = π / (2 * N) := by
      unfold driftAngle
      push_cast
      ring
    have hd : π / (2 * N) ≤ π / 4 := by
      apply div_le_div_of_nonneg_left Real.pi_pos.le (by norm_num)
      linarith
    have hc : Real.cos (π / 4) ≤ Real.cos (π / (2 * N)) :=
      Real.cos_le_cos_of_nonneg_of_le_pi (by positivity) (by linarith [Real.pi_pos]) hd
    rw [Real.cos_pi_div_four] at hc
    refine ⟨mom_selects _ _ ?_, ?_⟩
    · rw [overlap_orbital, e]
      have h2 : (√2 / 2) ^ 2 = (1 / 2 : ℝ) := by
        rw [div_pow, Real.sq_sqrt (by norm_num)]
        norm_num
      rw [← h2]
      exact pow_le_pow_left₀ (by positivity) hc 2
    · rw [overlap_orbital, e]
      nlinarith [Real.one_sub_sq_div_two_le_cos (x := π / (2 * N)),
        sq_nonneg (Real.cos (π / (2 * N)) - 1)]
  · have e : driftAngle N N - driftAngle N 0 = π / 2 := by
      unfold driftAngle
      rw [Nat.cast_zero, zero_mul, sub_zero]
      field_simp
    rw [overlap_orbital, e, Real.cos_pi_div_two]
```

## A positive tolerance

The number $\varepsilon$ is the loss of squared overlap accepted per step. By hand, any $N\ge2$ with $N\ge\pi/(2\sqrt\varepsilon)$ gives $\delta^2\le\varepsilon$; for $\varepsilon=0.01$ this is $N=16$.

The proof makes a coarser choice. It takes $N=n+2$ with $n>4/\varepsilon$, so that $\pi\le4$ gives
$$\delta^2\le\frac{4}{N^2}\le\frac4N\le\varepsilon.$$
The hypothesis `hε` is used to turn $n>4/\varepsilon$ into $n\varepsilon>4$. The theorem supplies infinite sequences `F` and `v`; the orbitals from `v 0` to `v N` are the finite drift.

With $\varepsilon=0$, unit orbitals with squared overlap 1 agree up to sign, and nothing moves.

```lean
/-- For every `ε > 0` there are symmetric Fock matrices and unit orbitals, each the
maximum-overlap choice relative to its predecessor with squared overlap at least `1 - ε`, such
that after finitely many steps the orbital is orthogonal to the first. -/
theorem maximum_overlap_drift (ε : ℝ) (hε : 0 < ε) :
    ∃ (N : ℕ) (F : ℕ → Matrix (Fin 2) (Fin 2) ℝ) (v : ℕ → Fin 2 → ℝ),
      (∀ k, (F k).IsSymm) ∧ (∀ k, v k ⬝ᵥ v k = 1) ∧
      (∀ k, IsMOMChoice (F (k + 1)) (v k) (v (k + 1)) ∧
        1 - ε ≤ (v k ⬝ᵥ v (k + 1)) ^ 2) ∧
      v 0 ⬝ᵥ v N = 0 := by
  obtain ⟨n, hn⟩ := exists_nat_gt (4 / ε)
  rw [div_lt_iff₀ hε] at hn
  obtain ⟨hstep, hend⟩ := drift_in_steps (n + 2) (by omega)
  -- the loss of overlap per step is below `ε` once the rotation is fine enough
  have hsmall : (π / (2 * ((n + 2 : ℕ) : ℝ))) ^ 2 ≤ ε := by
    have hM : (1 : ℝ) ≤ ((n + 2 : ℕ) : ℝ) := by exact_mod_cast (by omega : 1 ≤ n + 2)
    have hεM : 4 ≤ ε * ((n + 2 : ℕ) : ℝ) := by
      push_cast
      nlinarith
    have hpi : π ^ 2 ≤ 16 := by nlinarith [Real.pi_pos, Real.pi_le_four]
    rw [div_pow, div_le_iff₀ (by positivity)]
    generalize ((n + 2 : ℕ) : ℝ) = M at *
    have h4 : 4 ≤ ε * M * M := by nlinarith
    linarith [show ε * (2 * M) ^ 2 = 4 * (ε * M * M) by ring]
  refine ⟨n + 2, fun k => fock (driftAngle (n + 2) k), fun k => orbital (driftAngle (n + 2) k),
    fun k => (fock_spectrum _).1, fun k => ?_, fun k => ⟨(hstep k).1, ?_⟩, hend⟩
  · rw [overlap_orbital, sub_self, Real.cos_zero]
  · exact le_trans (by linarith) (hstep k).2
```

## Unit length, small steps and an orthogonal end

How fast can such a drift be? `drift_needs_steps` assumes that all orbitals are normalised (`hv`), that each of the $N$ steps loses at most $\varepsilon$ (`h`), and that the end is orthogonal to the start (`h0`). It concludes $N^2\varepsilon\ge1$, for any chain in the plane, whether or not a selection rule produced it. This bound has the right order $1/\sqrt\varepsilon$ for small $\varepsilon$ but is not sharp: for $\varepsilon=0.01$ it gives $N\ge10$, while the least possible number of steps is 16.

Let $s(u,v)=u_0v_1-u_1v_0$, the `sine` of the file. For unit vectors $(u\cdot v)^2+s(u,v)^2=1$, and the addition theorem reads
$$s(u,w)=s(u,v)\,(v\cdot w)+(u\cdot v)\,s(v,w).$$
Overlaps of unit vectors are at most 1 in size, so $|s(u,w)|\le|s(u,v)|+|s(v,w)|$. By `h`, each step contributes at most $\sqrt\varepsilon$, and induction on $k$ (`key`) gives $|s(v^{(0)},v^{(k)})|\le k\sqrt\varepsilon$, where $v^{(k)}$ is the orbital `v k` of the chain. By `h0`, the final sine has size 1, hence $1\le N\sqrt\varepsilon$.

Each assumption matters:

- Without `hv`, the vectors $(1,0),(1,1),(0,1)$ have consecutive overlaps 1 and orthogonal ends, so $N=2$ and $\varepsilon=0$ would be possible.
- Without `h`, a single jump to the perpendicular orbital suffices.
- Without `h0`, a constant sequence satisfies the rest for $\varepsilon=0$.

```lean
/-- For unit orbitals, the squared overlap and the squared sine add up to one. -/
theorem overlap_sq_add_sine_sq {u v : Fin 2 → ℝ} (hu : u ⬝ᵥ u = 1) (hv : v ⬝ᵥ v = 1) :
    (u ⬝ᵥ v) ^ 2 + sine u v ^ 2 = 1 := by
  simp only [dotProduct, Fin.sum_univ_two, sine] at *
  linear_combination (v 0 * v 0 + v 1 * v 1) * hu + hv

/-- The absolute values of the sines between unit orbitals obey the triangle inequality. -/
theorem sine_triangle {u v w : Fin 2 → ℝ} (hu : u ⬝ᵥ u = 1) (hv : v ⬝ᵥ v = 1)
    (hw : w ⬝ᵥ w = 1) : |sine u w| ≤ |sine u v| + |sine v w| := by
  have bound : ∀ x y : ℝ, x ^ 2 + y ^ 2 = 1 → |x| ≤ 1 := fun x y h =>
    abs_le.2 ⟨by nlinarith [sq_nonneg y], by nlinarith [sq_nonneg y]⟩
  have h1 := bound _ _ (overlap_sq_add_sine_sq hv hw)
  have h2 := bound _ _ (overlap_sq_add_sine_sq hu hv)
  -- the addition theorem for the sine
  have e : sine u w = sine u v * (v ⬝ᵥ w) + (u ⬝ᵥ v) * sine v w := by
    simp only [dotProduct, Fin.sum_univ_two, sine] at hv ⊢
    linear_combination (-(u 0 * w 1 - u 1 * w 0)) * hv
  rw [e]
  refine (abs_add_le _ _).trans ?_
  rw [abs_mul, abs_mul]
  exact add_le_add (mul_le_of_le_one_right (abs_nonneg _) h1)
    (mul_le_of_le_one_left (abs_nonneg _) h2)

/-- If `N` steps with squared overlaps at least `1 - ε` lead from a unit orbital in the plane
to an orthogonal one, then `N² ε ≥ 1`. -/
theorem drift_needs_steps (v : ℕ → Fin 2 → ℝ) (N : ℕ) (ε : ℝ) (hv : ∀ k, v k ⬝ᵥ v k = 1)
    (h : ∀ k < N, 1 - ε ≤ (v k ⬝ᵥ v (k + 1)) ^ 2) (h0 : v 0 ⬝ᵥ v N = 0) :
    1 ≤ (N : ℝ) ^ 2 * ε := by
  -- the sine relative to the first orbital grows by at most `√ε` per step
  have key : ∀ k : ℕ, k ≤ N → |sine (v 0) (v k)| ≤ k * √ε := by
    intro k
    induction k with
    | zero =>
      intro _
      have e : sine (v 0) (v 0) = 0 := by
        unfold sine
        ring
      simp [e]
    | succ k ih =>
      intro hk
      have hstep : |sine (v k) (v (k + 1))| ≤ √ε := Real.abs_le_sqrt (by
        linarith [h k (by omega), overlap_sq_add_sine_sq (hv k) (hv (k + 1))])
      have htri := sine_triangle (hv 0) (hv k) (hv (k + 1))
      have hk' := ih (by omega)
      push_cast
      linarith
  have hN := key N le_rfl
  have hs := overlap_sq_add_sine_sq (hv 0) (hv N)
  rw [h0] at hs
  rcases le_total ε 0 with hε | hε
  · rw [Real.sqrt_eq_zero_of_nonpos hε, mul_zero] at hN
    rw [abs_nonpos_iff.1 hN] at hs
    norm_num at hs
  · calc (1 : ℝ) = |sine (v 0) (v N)| ^ 2 := by
          rw [sq_abs]
          linarith
      _ ≤ (N * √ε) ^ 2 := pow_le_pow_left₀ (abs_nonneg _) hN 2
      _ = (N : ℝ) ^ 2 * ε := by rw [mul_pow, Real.sq_sqrt hε]
```

## A symmetric Fock matrix and a fixed unit reference

If the reference $r$ is kept from the start instead of being updated, this drift is impossible in the two-level model. Let $v$ be the selected orbital, with eigenvalue $\mu$. Symmetry (`hF`) makes the perpendicular vector $(-v_1,v_0)$ an eigenvector too, with eigenvalue $F_{00}+F_{11}-\mu$; this is `hp`. Since $r$ has unit length (`hr`), its squared overlaps with the two orbitals add up to 1, and the larger one is at least $1/2$.

Symmetry stands for a Hermitian Fock operator with real orbitals. Without it, $F=\begin{pmatrix}0&1\\0&0\end{pmatrix}$ has only $\pm(1,0)$ as normalised eigenvectors, and the reference $(0,1)$ gets overlap 0. Without unit length, $r=(1/2,0)$ never reaches a squared overlap above $1/4$.

```lean
/-- For any symmetric two-level Fock matrix, the maximum-overlap choice relative to a unit
reference has squared overlap at least one half with that reference. -/
theorem fixed_reference_overlap {F : Matrix (Fin 2) (Fin 2) ℝ} {r v : Fin 2 → ℝ}
    (hF : F.IsSymm) (hr : r ⬝ᵥ r = 1) (h : IsMOMChoice F r v) :
    1 / 2 ≤ (r ⬝ᵥ v) ^ 2 := by
  obtain ⟨⟨hv, μ, hμ⟩, hmax⟩ := h
  obtain ⟨h0, h1⟩ := (eigen_iff _ _ _).1 hμ
  have hs : F 1 0 = F 0 1 := hF.apply 0 1
  -- the perpendicular orbital is the competing eigenvector
  have hp : IsEigenorbital F ![-v 1, v 0] := by
    refine ⟨?_, F 0 0 + F 1 1 - μ, (eigen_iff _ _ _).2 ⟨?_, ?_⟩⟩
    · simp only [dotProduct, Fin.sum_univ_two] at hv ⊢
      change (-v 1) * (-v 1) + v 0 * v 0 = 1
      linarith
    · change F 0 0 * (-v 1) + F 0 1 * v 0 = (F 0 0 + F 1 1 - μ) * (-v 1)
      linear_combination h1 - v 0 * hs
    · change F 1 0 * (-v 1) + F 1 1 * v 0 = (F 0 0 + F 1 1 - μ) * v 0
      linear_combination -h0 - v 1 * hs
  have hle := hmax _ hp
  have e : r ⬝ᵥ ![-v 1, v 0] = -sine r v := by
    simp only [dotProduct, Fin.sum_univ_two]
    change r 0 * (-v 1) + r 1 * v 0 = -(r 0 * v 1 - r 1 * v 0)
    ring
  rw [e, neg_sq] at hle
  linarith [overlap_sq_add_sine_sq hr hv]

end

end MaximumOverlapDrift
```

```lean
#print axioms MaximumOverlapDrift.maximum_overlap_drift
-- 'MaximumOverlapDrift.maximum_overlap_drift' depends on axioms: [propext, Classical.choice, Quot.sound]
#print axioms MaximumOverlapDrift.drift_needs_steps
-- 'MaximumOverlapDrift.drift_needs_steps' depends on axioms: [propext, Classical.choice, Quot.sound]
#print axioms MaximumOverlapDrift.fixed_reference_overlap
-- 'MaximumOverlapDrift.fixed_reference_overlap' depends on axioms: [propext, Classical.choice, Quot.sound]
```
